# At a trivalent centre, the sine of each wag angle times the sine of the opposite valence angle is the same for all three bonds

Q: I would like the wag angle tied to an out-of-plane distance. If you define that distance as the absolute triple product divided by the length of the normal, the formula linking the two is true by definition. What did you choose?

A: The geometric distance: the infimum of ‖a − y‖ over all points y of the span of b and c. Here a, b and c are the bond vectors from the central atom, which sits at the origin. The triple product then has to be derived.

Q: Derive it by hand first.

A: Write n = b × c. The claim is that the distance times ‖n‖ equals |⟨a, n⟩|. If n = 0, both sides vanish. Otherwise b, c and n form a basis, and resolving a along it gives

‖n‖² a = ⟨a, c × n⟩ b + ⟨a, n × b⟩ c + ⟨a, n⟩ n

Divide by ‖n‖² and move the last term to the left. The point

p = a − (⟨a, n⟩ / ‖n‖²) n

is a combination of b and c, so it lies in the plane. Its distance from a is |⟨a, n⟩| / ‖n‖, so the infimum is at most that.

Conversely, any y = r b + s c is orthogonal to n, and Cauchy-Schwarz gives

|⟨a, n⟩| = |⟨a − y, n⟩| ≤ ‖a − y‖ ‖n‖

No point of the plane is closer than p. Hence

dist(a, span{b, c}) ‖b × c‖ = |⟨a, b × c⟩|

Expanding in components shows ⟨a, b × c⟩ = ⟨b, c × a⟩ = ⟨c, a × b⟩, so the three cyclic products agree.

Q: And the angles?

A: Let φ_bc be the valence angle between b and c, and let the wag angle θ_a be π/2 minus the angle between a and n. The wag angles θ_b and θ_c are defined in the same way, with the normals c × a and a × b; this cyclic order fixes their signs. Lagrange's identity gives

‖b × c‖² = ‖b‖² ‖c‖² − ⟨b, c⟩² = (‖b‖ ‖c‖ sin φ_bc)²

For unit bonds ‖n‖ = sin φ_bc, so

⟨a, n⟩ = ‖n‖ cos(π/2 − θ_a) = sin θ_a sin φ_bc

Cyclic invariance then yields

sin θ_a sin φ_bc = sin θ_b sin φ_ca = sin θ_c sin φ_ab

Q: Give me numbers.

A: Take a = (2/3, 1/3, 2/3), b = (1, 0, 0), c = (0, 1, 0), all of unit length. They are chosen for easy arithmetic, not to model a particular molecule: the angle between a and b is only about 48°. The triple product is 2/3. The normals b × c, c × a and a × b have lengths 1, 2√2/3 and √5/3, so the distances of a, b and c from their opposite planes are 2/3, 1/√2 and 2/√5. Each distance times its length is 2/3. The wag angles are about 41.8°, 45° and 63.4°.

Q: Now show me how the formal version represents this.

In Lean 4 with Mathlib:

```lean
import Mathlib

open InnerProductGeometry

namespace OutOfPlaneWag

noncomputable section
```

A: Bonds are vectors in real Euclidean three-space, with components numbered 0, 1, 2.

```lean
/-- Vectors of three-dimensional Euclidean space. -/
abbrev Vec := EuclideanSpace ℝ (Fin 3)
```

The cross product is the usual right-handed one.

```lean
/-- The cross product of two vectors, by components. -/
def cross (a b : Vec) : Vec :=
  !₂[a 1 * b 2 - a 2 * b 1, a 2 * b 0 - a 0 * b 2, a 0 * b 1 - a 1 * b 0]
```

The distance is `Metric.infDist` to the linear span. If b and c are collinear, that span is a line or just the origin.

```lean
/-- The distance from the tip of `a` to the linear span of `b` and `c`. -/
def planeDist (a b c : Vec) : ℝ :=
  Metric.infDist a (Submodule.span ℝ {b, c} : Set Vec)
```

The wag angle is signed: exchanging b and c reverses the normal and the sign. `angle` is the unoriented angle between 0 and π.

```lean
/-- The signed wag angle of the bond `a` against the bonds `b` and `c`: the complement of
the angle between `a` and the normal `b × c`. -/
def wagAngle (a b c : Vec) : ℝ := Real.pi / 2 - angle a (cross b c)
```

Q: Do the proofs follow your derivation?

A: Yes. Two lemmas first turn cross and scalar products into components.

```lean
/-- The three components of the cross product. -/
theorem cross_coord (a b : Vec) :
    cross a b 0 = a 1 * b 2 - a 2 * b 1 ∧ cross a b 1 = a 2 * b 0 - a 0 * b 2 ∧
      cross a b 2 = a 0 * b 1 - a 1 * b 0 := ⟨rfl, rfl, rfl⟩

/-- The scalar product written in Cartesian components. -/
theorem inner_coord (x y : Vec) :
    inner ℝ x y = x 0 * y 0 + x 1 * y 1 + x 2 * y 2 := by
  simp only [PiLp.inner_apply, Fin.sum_univ_three, RCLike.inner_apply, conj_trivial]
  ring
```

Cyclic invariance is then a polynomial identity, which `ring` settles.

```lean
/-- The scalar triple product is unchanged by cyclic relabelling. -/
theorem triple_cyclic (a b c : Vec) :
    inner ℝ a (cross b c) = inner ℝ b (cross c a) := by
  simp only [inner_coord, cross_coord]
  ring
```

The length of the normal comes from Lagrange's identity, called `h` here, followed by a square root.

```lean
/-- The length of `b × c` is the sine of the angle between `b` and `c` times the
product of their lengths. -/
theorem norm_cross (b c : Vec) :
    ‖cross b c‖ = Real.sin (angle b c) * (‖b‖ * ‖c‖) := by
  have h : inner ℝ b b * inner ℝ c c - inner ℝ b c * inner ℝ b c
      = inner ℝ (cross b c) (cross b c) := by
    simp only [inner_coord, cross_coord]
    ring
  rw [sin_angle_mul_norm_mul_norm, h, real_inner_self_eq_norm_sq,
    Real.sqrt_sq (norm_nonneg _)]
```

The resolution of a along b, c and n is checked component by component. It is multiplied through by ‖n‖², so it needs no division and holds for collinear b and c too.

```lean
/-- Resolution of a vector `a`, scaled by `‖b × c‖²`, along `b`, `c` and the
normal `b × c`. -/
theorem resolve_along_plane (a b c : Vec) :
    ‖cross b c‖ ^ 2 • a = inner ℝ a (cross c (cross b c)) • b
      + inner ℝ a (cross (cross b c) b) • c + inner ℝ a (cross b c) • cross b c := by
  rw [← real_inner_self_eq_norm_sq]
  ext i
  fin_cases i <;>
    simp only [Fin.zero_eta, Fin.mk_one, Fin.reduceFinMk, Fin.isValue, PiLp.add_apply,
      PiLp.smul_apply, smul_eq_mul, inner_coord, cross_coord] <;>
    ring
```

Q: Where is linear independence assumed in the distance theorem?

A: Nowhere, and neither is unit length: the product form holds for all a, b and c. The proof separates n = 0, then proves two inequalities. In the first, `hmem` puts the foot p in the span, with coefficients read off from the resolution. In the second, `h` subtracts an arbitrary point of the plane without changing the scalar product with n, and Cauchy-Schwarz finishes.

```lean
/-- The distance from `a` to the span of `b` and `c`, times `‖b × c‖`, is the absolute
value of the scalar triple product. -/
theorem planeDist_mul_norm_cross (a b c : Vec) :
    planeDist a b c * ‖cross b c‖ = |inner ℝ a (cross b c)| := by
  by_cases hn : cross b c = 0
  · simp [hn]
  have hpos : 0 < ‖cross b c‖ := norm_pos_iff.mpr hn
  have hne : ‖cross b c‖ ≠ 0 := hpos.ne'
  unfold planeDist
  apply le_antisymm
  · -- the foot of the perpendicular lies in the plane
    have hmem : a - (inner ℝ a (cross b c) / ‖cross b c‖ ^ 2) • cross b c
        ∈ Submodule.span ℝ {b, c} := by
      rw [Submodule.mem_span_pair]
      refine ⟨inner ℝ a (cross c (cross b c)) / ‖cross b c‖ ^ 2,
        inner ℝ a (cross (cross b c) b) / ‖cross b c‖ ^ 2, ?_⟩
      have hd := resolve_along_plane a b c
      have h1 : (‖cross b c‖ ^ 2)⁻¹ • (‖cross b c‖ ^ 2 • a) = a :=
        inv_smul_smul₀ (pow_ne_zero 2 hne) a
      linear_combination (norm := module) h1 - (‖cross b c‖ ^ 2)⁻¹ • hd
    have hle := Metric.infDist_le_dist_of_mem (x := a) (SetLike.mem_coe.mpr hmem)
    rw [dist_eq_norm, sub_sub_cancel, norm_smul, Real.norm_eq_abs, abs_div,
      abs_of_pos (pow_pos hpos 2)] at hle
    calc _ ≤ (|inner ℝ a (cross b c)| / ‖cross b c‖ ^ 2 * ‖cross b c‖) * ‖cross b c‖ :=
          mul_le_mul_of_nonneg_right hle hpos.le
      _ = |inner ℝ a (cross b c)| := by field_simp
  · -- points of the plane are orthogonal to the normal; then Cauchy-Schwarz
    rw [← div_le_iff₀ hpos]
    refine (Metric.le_infDist ⟨0, Submodule.zero_mem _⟩).mpr ?_
    intro y hy
    obtain ⟨r, s, rfl⟩ := Submodule.mem_span_pair.mp hy
    rw [div_le_iff₀ hpos, dist_eq_norm]
    have h : inner ℝ a (cross b c) = inner ℝ (a - (r • b + s • c)) (cross b c) := by
      simp only [inner_coord, cross_coord, PiLp.sub_apply, PiLp.add_apply,
        PiLp.smul_apply, smul_eq_mul]
      ring
    rw [h]
    exact abs_real_inner_le_norm _ _
```

Rewriting each product as a triple product gives the cyclic statement.

```lean
/-- The products of out-of-plane distance and cross-product length agree for the three
cyclic labellings of the bonds. -/
theorem planeDist_products_cyclic (a b c : Vec) :
    planeDist a b c * ‖cross b c‖ = planeDist b c a * ‖cross c a‖ ∧
      planeDist b c a * ‖cross c a‖ = planeDist c a b * ‖cross a b‖ := by
  simp only [planeDist_mul_norm_cross]
  exact ⟨by rw [triple_cyclic a b c], by rw [triple_cyclic b c a]⟩
```

Q: Is your wag angle really tied to that distance?

A: For a unit bond a and non-collinear b and c, |sin θ_a| is the distance. The proof multiplies both sides by ‖n‖, compares them, and cancels. Non-collinearity matters because Mathlib assigns the angle π/2 to a zero normal. The wag angle would then be 0 even when a lies off the line.

```lean
/-- For a unit bond `a` and non-collinear `b`, `c`, the absolute sine of the wag angle is
the distance from the tip of `a` to the plane of `b` and `c`. -/
theorem abs_sin_wagAngle (a b c : Vec) (ha : ‖a‖ = 1) (hn : cross b c ≠ 0) :
    |Real.sin (wagAngle a b c)| = planeDist a b c := by
  have hpos : 0 < ‖cross b c‖ := norm_pos_iff.mpr hn
  have h := cos_angle_mul_norm_mul_norm a (cross b c)
  rw [ha, one_mul] at h
  apply mul_right_cancel₀ hpos.ne'
  rw [planeDist_mul_norm_cross, ← h, abs_mul, abs_of_pos hpos, wagAngle,
    Real.sin_pi_div_two_sub]
```

The signed product follows from the definition of the angle and the length of the normal.

```lean
/-- For unit bonds, the sine of a wag angle times the sine of the opposite valence angle
is the scalar triple product. -/
theorem sin_wag_mul_sin_valence (a b c : Vec) (ha : ‖a‖ = 1) (hb : ‖b‖ = 1)
    (hc : ‖c‖ = 1) :
    Real.sin (wagAngle a b c) * Real.sin (angle b c) = inner ℝ a (cross b c) := by
  have h := cos_angle_mul_norm_mul_norm a (cross b c)
  have hs := norm_cross b c
  rw [hb, hc, mul_one, mul_one] at hs
  rw [ha, one_mul, hs] at h
  rw [wagAngle, Real.sin_pi_div_two_sub]
  exact h
```

Applying it to the three labellings gives the sine law. Its only hypotheses are the three unit lengths, so planar centres are included. For bonds of other lengths, apply it to the unit vectors along them: rescaling a bond vector by a positive factor changes none of the angles.

```lean
/-- Sine law at a trivalent centre with unit bond vectors: the sine of each wag angle times
the sine of the opposite valence angle is the same for all three bonds. -/
theorem wag_sine_law (a b c : Vec) (ha : ‖a‖ = 1) (hb : ‖b‖ = 1) (hc : ‖c‖ = 1) :
    Real.sin (wagAngle a b c) * Real.sin (angle b c)
        = Real.sin (wagAngle b c a) * Real.sin (angle c a) ∧
      Real.sin (wagAngle b c a) * Real.sin (angle c a)
        = Real.sin (wagAngle c a b) * Real.sin (angle a b) := by
  rw [sin_wag_mul_sin_valence a b c ha hb hc, sin_wag_mul_sin_valence b c a hb hc ha,
    sin_wag_mul_sin_valence c a b hc ha hb]
  exact ⟨triple_cyclic a b c, triple_cyclic b c a⟩
```

Q: So equal wags mean equal valence angles?

A: Equal sines of valence angles, which also allows supplementary angles. The theorem compares the wags of a and b, and assumes a non-zero triple product, which physically means that the three bonds are not coplanar. That makes both factors in sin θ_a sin φ_bc non-zero, so either can be cancelled from the sine law. At a planar centre all three wags vanish whatever the valence angles are.

```lean
/-- At a centre with non-coplanar unit bonds, two wag angles have equal sines exactly when
the valence angles opposite to the two bonds have equal sines. -/
theorem equal_wag_iff (a b c : Vec) (ha : ‖a‖ = 1) (hb : ‖b‖ = 1) (hc : ‖c‖ = 1)
    (hvol : inner ℝ a (cross b c) ≠ 0) :
    Real.sin (wagAngle a b c) = Real.sin (wagAngle b c a) ↔
      Real.sin (angle b c) = Real.sin (angle c a) := by
  have h1 := (wag_sine_law a b c ha hb hc).1
  rw [← sin_wag_mul_sin_valence a b c ha hb hc] at hvol
  constructor
  · intro h
    rw [← h] at h1
    exact mul_left_cancel₀ (left_ne_zero_of_mul hvol) h1
  · intro h
    rw [← h] at h1
    exact mul_right_cancel₀ (right_ne_zero_of_mul hvol) h1

end

end OutOfPlaneWag
```

```lean
#print axioms OutOfPlaneWag.planeDist_products_cyclic
#print axioms OutOfPlaneWag.abs_sin_wagAngle
#print axioms OutOfPlaneWag.wag_sine_law
#print axioms OutOfPlaneWag.equal_wag_iff
```

```
'OutOfPlaneWag.planeDist_products_cyclic' depends on axioms: [propext, Classical.choice, Quot.sound]
'OutOfPlaneWag.abs_sin_wagAngle' depends on axioms: [propext, Classical.choice, Quot.sound]
'OutOfPlaneWag.wag_sine_law' depends on axioms: [propext, Classical.choice, Quot.sound]
'OutOfPlaneWag.equal_wag_iff' depends on axioms: [propext, Classical.choice, Quot.sound]
```

Q: What does this give someone computing vibrations or running a force field?

A: A consistency check on wag coordinates against valence angles at one fixed geometry of a single three-bonded centre. It contains no energies, masses or derivatives of the coordinates, so it says nothing about frequencies or forces. Programs also differ in how they define an out-of-plane coordinate, and the law applies to the angle between a bond and the plane of the other two.
